# A spin-1/2 state parallel transported once around the circle at polar angle θ acquires the phase factor exp(−iπ(1 − cos θ))

For a fixed polar angle θ, let u(φ) = (cos(θ/2), exp(iφ) sin(θ/2)) be the spin-1/2 state at azimuth φ, and let ⟨x, y⟩ = Σⱼ conj(xⱼ) yⱼ be the inner product, conjugate-linear in its first argument. A differentiable curve v(φ) of state vectors is called parallel transported if ⟨v, v'⟩ = 0 at every φ, where the prime means d/dφ. The title is about such curves of the form v(φ) = z(φ) u(φ), with z a complex amplitude, followed from φ = 0 to φ = 2π.

```lean
import Mathlib

open Matrix
open scoped Real

namespace BerryParallelTransport

noncomputable section

/-- The spin-1/2 state with polar angle `θ` and azimuth `φ`, in the gauge where its first
component is real. -/
def spinor (θ φ : ℝ) : Fin 2 → ℂ :=
  ![(Real.cos (θ / 2) : ℂ), Complex.exp (φ * Complex.I) * (Real.sin (θ / 2) : ℂ)]

/-- A curve of state vectors is parallel transported if it is differentiable and its velocity
is everywhere orthogonal to the state. -/
def IsParallel {n : Type*} [Fintype n] (v : ℝ → n → ℂ) : Prop :=
  Differentiable ℝ v ∧ ∀ φ, star (v φ) ⬝ᵥ deriv v φ = 0

/-- The exponential `exp (s a)` of a real parameter `s` has derivative `a exp (s a)`. -/
theorem hasDerivAt_phase (a : ℂ) (t : ℝ) :
    HasDerivAt (fun s : ℝ => Complex.exp (s * a)) (a * Complex.exp (t * a)) t :=
  ((hasDerivAt_id t).ofReal_comp.mul_const a).cexp.congr_deriv (by simp [mul_comm])

private theorem phase_inv (a : ℂ) (t : ℝ) :
    Complex.exp (t * -a) * Complex.exp (t * a) = 1 := by
  rw [← Complex.exp_add, mul_neg, neg_add_cancel, Complex.exp_zero]

private theorem cos_sin_sq (x : ℝ) : (Real.cos x : ℂ) ^ 2 + (Real.sin x : ℂ) ^ 2 = 1 := by
  rw [← Complex.ofReal_pow, ← Complex.ofReal_pow, ← Complex.ofReal_add,
    Real.cos_sq_add_sin_sq, Complex.ofReal_one]

/-- The overlap of the spinor with an arbitrary two-component state, written out. -/
theorem spinor_overlap (θ φ : ℝ) (w : Fin 2 → ℂ) :
    star (spinor θ φ) ⬝ᵥ w = (Real.cos (θ / 2) : ℂ) * w 0
      + Complex.exp (φ * -Complex.I) * (Real.sin (θ / 2) : ℂ) * w 1 := by
  have h : star (Complex.exp (φ * Complex.I)) = Complex.exp (φ * -Complex.I) := by
    rw [Complex.star_def, ← Complex.exp_conj]
    simp
  have hr : ∀ x : ℝ, star (x : ℂ) = x := fun x => Complex.conj_ofReal x
  rw [dotProduct, Fin.sum_univ_two]
  change star (Real.cos (θ / 2) : ℂ) * w 0
    + star (Complex.exp (φ * Complex.I) * (Real.sin (θ / 2) : ℂ)) * w 1 = _
  rw [star_mul, h, hr, hr]
  ring

/-- The spinor is normalised. -/
theorem spinor_normalized (θ φ : ℝ) : star (spinor θ φ) ⬝ᵥ spinor θ φ = 1 := by
  rw [spinor_overlap]
  change (Real.cos (θ / 2) : ℂ) * (Real.cos (θ / 2) : ℂ)
    + Complex.exp (φ * -Complex.I) * (Real.sin (θ / 2) : ℂ)
      * (Complex.exp (φ * Complex.I) * (Real.sin (θ / 2) : ℂ)) = 1
  linear_combination cos_sin_sq (θ / 2)
    + (Real.sin (θ / 2) : ℂ) ^ 2 * phase_inv Complex.I φ

/-- Parallel transport conserves the norm of the state, in any finite dimension. -/
theorem IsParallel.norm_conserved {n : Type*} [Fintype n] {v : ℝ → n → ℂ}
    (hv : IsParallel v) (φ : ℝ) : star (v φ) ⬝ᵥ v φ = star (v 0) ⬝ᵥ v 0 := by
  have hd : ∀ t, HasDerivAt (fun s => star (v s) ⬝ᵥ v s) 0 t := by
    intro t
    have hc : ∀ j, HasDerivAt (fun s => v s j) (deriv v t j) t :=
      hasDerivAt_pi.1 (hv.1 t).hasDerivAt
    have h : HasDerivAt (fun s => ∑ j, star (v s j) * v s j)
        (∑ j, (star (deriv v t j) * v t j + star (v t j) * deriv v t j)) t :=
      HasDerivAt.fun_sum fun j _ => (hc j).star.fun_mul (hc j)
    have h0 : ∑ j, star (v t j) * deriv v t j = 0 := hv.2 t
    -- the other half of the product rule is the complex conjugate
    have h1 : ∑ j, star (deriv v t j) * v t j = 0 := by
      rw [← star_zero ℂ, ← h0, star_sum]
      refine Finset.sum_congr rfl fun j _ => ?_
      rw [star_mul, star_star]
    refine h.congr_deriv ?_
    rw [Finset.sum_add_distrib, h0, h1, add_zero]
  exact is_const_of_deriv_eq_zero (fun t => (hd t).differentiableAt) (fun t => (hd t).deriv) φ 0

/-- If `v = z u` is parallel transported along the circle of latitude `θ`, its amplitude obeys
`z' = -i sin²(θ/2) z`. -/
theorem amplitude_equation {θ : ℝ} {z : ℝ → ℂ} {v : ℝ → Fin 2 → ℂ}
    (hz : ∀ φ, v φ = z φ • spinor θ φ) (hv : IsParallel v) (t : ℝ) :
    HasDerivAt z (-(Complex.I * (Real.sin (θ / 2) : ℂ) ^ 2) * z t) t := by
  have hn : ∀ s, star (v s) ⬝ᵥ v s = star (z s) * z s := by
    intro s
    rw [hz s, star_smul, smul_dotProduct, dotProduct_smul, spinor_normalized]
    simp only [smul_eq_mul, mul_one]
  by_cases h0 : z t = 0
  · -- by norm conservation an amplitude that vanishes once vanishes always
    have hall : z = fun _ => 0 := by
      funext s
      have h := (hv.norm_conserved s).trans (hv.norm_conserved t).symm
      rw [hn s, hn t, h0, mul_zero] at h
      rcases mul_eq_zero.1 h with h | h
      · exact star_eq_zero.1 h
      · exact h
    rw [h0, mul_zero, hall]
    exact hasDerivAt_const t 0
  · have hc : ∀ j, HasDerivAt (fun s => v s j) (deriv v t j) t :=
      hasDerivAt_pi.1 (hv.1 t).hasDerivAt
    -- the amplitude is the overlap of `u` with `v`
    have hzf : ∀ s, z s = (Real.cos (θ / 2) : ℂ) * v s 0
        + Complex.exp (s * -Complex.I) * (Real.sin (θ / 2) : ℂ) * v s 1 := by
      intro s
      rw [← spinor_overlap θ s (v s), hz s, dotProduct_smul, spinor_normalized,
        smul_eq_mul, mul_one]
    have hd := ((hc 0).const_mul (Real.cos (θ / 2) : ℂ)).fun_add
      (((hasDerivAt_phase (-Complex.I) t).mul_const (Real.sin (θ / 2) : ℂ)).fun_mul (hc 1))
    have hp := hv.2 t
    rw [hz t, star_smul, smul_dotProduct, spinor_overlap, smul_eq_mul] at hp
    have hb := (mul_eq_zero.1 hp).resolve_left fun h => h0 (star_eq_zero.1 h)
    have h1 : v t 1 = z t * (Complex.exp (t * Complex.I) * (Real.sin (θ / 2) : ℂ)) := by
      rw [hz t]
      rfl
    refine (hd.congr_of_eventuallyEq (Filter.Eventually.of_forall hzf)).congr_deriv ?_
    rw [h1]
    linear_combination hb
      - Complex.I * (Real.sin (θ / 2) : ℂ) ^ 2 * z t * phase_inv Complex.I t

/-- A parallel transported state `v = z u` on the circle of latitude `θ` is, at every azimuth,
`v(φ) = exp(-i φ sin²(θ/2)) z(0) u(φ)`. -/
theorem parallel_transport {θ : ℝ} {z : ℝ → ℂ} {v : ℝ → Fin 2 → ℂ}
    (hz : ∀ φ, v φ = z φ • spinor θ φ) (hv : IsParallel v) (φ : ℝ) :
    v φ = Complex.exp (φ * -(Complex.I * (Real.sin (θ / 2) : ℂ) ^ 2)) •
      (z 0 • spinor θ φ) := by
  have ho := amplitude_equation hz hv
  obtain ⟨a, ha⟩ : ∃ a, a = -(Complex.I * (Real.sin (θ / 2) : ℂ) ^ 2) := ⟨_, rfl⟩
  rw [← ha] at ho ⊢
  -- undoing the expected phase leaves a constant
  have hd : ∀ t, HasDerivAt (fun s : ℝ => Complex.exp (s * -a) * z s) 0 t := fun t =>
    ((hasDerivAt_phase (-a) t).fun_mul (ho t)).congr_deriv (by ring)
  have key : Complex.exp (φ * -a) * z φ = z 0 := by
    have h := is_const_of_deriv_eq_zero (fun t => (hd t).differentiableAt)
      (fun t => (hd t).deriv) φ 0
    simpa using h
  have hzφ : z φ = Complex.exp (φ * a) * z 0 := by
    linear_combination Complex.exp (φ * a) * key - z φ * phase_inv a φ
  rw [hz φ, hzφ, smul_smul]

/-- Solid-angle Berry phase: a parallel transported state `v = z u` acquires the factor
`exp(-i π (1 - cos θ))` in one circuit of the circle of latitude `θ`. -/
theorem berry_phase {θ : ℝ} {z : ℝ → ℂ} {v : ℝ → Fin 2 → ℂ}
    (hz : ∀ φ, v φ = z φ • spinor θ φ) (hv : IsParallel v) :
    v (2 * π) = Complex.exp (-(Complex.I * ((π * (1 - Real.cos θ) : ℝ) : ℂ))) • v 0 := by
  have hu : spinor θ (2 * π) = spinor θ 0 := by
    simp [spinor, Complex.exp_two_pi_mul_I]
  have hr : Real.cos θ = 1 - 2 * Real.sin (θ / 2) ^ 2 := by
    have h := Real.cos_two_mul (θ / 2)
    rw [show 2 * (θ / 2) = θ by ring] at h
    linarith [Real.sin_sq_add_cos_sq (θ / 2)]
  have he : ((2 * π : ℝ) : ℂ) * -(Complex.I * (Real.sin (θ / 2) : ℂ) ^ 2)
      = -(Complex.I * ((π * (1 - Real.cos θ) : ℝ) : ℂ)) := by
    rw [hr]
    push_cast
    ring
  rw [parallel_transport hz hv (2 * π), hz 0, hu, he]

/-- The curve `exp(-i φ sin²(θ/2)) u(φ)` is parallel transported. -/
theorem transported_isParallel (θ : ℝ) :
    IsParallel fun φ : ℝ =>
      Complex.exp (φ * -(Complex.I * (Real.sin (θ / 2) : ℂ) ^ 2)) • spinor θ φ := by
  obtain ⟨a, ha⟩ : ∃ a, a = -(Complex.I * (Real.sin (θ / 2) : ℂ) ^ 2) := ⟨_, rfl⟩
  rw [← ha]
  have hD : ∀ t : ℝ, HasDerivAt (fun φ : ℝ => Complex.exp (φ * a) • spinor θ φ)
      (Complex.exp (t * a) • ![a * (Real.cos (θ / 2) : ℂ),
        (a + Complex.I) * Complex.exp (t * Complex.I) * (Real.sin (θ / 2) : ℂ)]) t := by
    intro t
    have h0 : HasDerivAt (fun s : ℝ => Complex.exp (s * a) * (Real.cos (θ / 2) : ℂ))
        (Complex.exp (t * a) * (a * (Real.cos (θ / 2) : ℂ))) t :=
      ((hasDerivAt_phase a t).mul_const _).congr_deriv (by ring)
    have h1 : HasDerivAt (fun s : ℝ => Complex.exp (s * a) *
          (Complex.exp (s * Complex.I) * (Real.sin (θ / 2) : ℂ)))
        (Complex.exp (t * a) *
          ((a + Complex.I) * Complex.exp (t * Complex.I) * (Real.sin (θ / 2) : ℂ))) t :=
      ((hasDerivAt_phase a t).fun_mul
        ((hasDerivAt_phase Complex.I t).mul_const _)).congr_deriv (by ring)
    exact hasDerivAt_pi.2 (Fin.forall_fin_two.2 ⟨h0, h1⟩)
  refine ⟨fun t => (hD t).differentiableAt, fun t => ?_⟩
  have key : star (spinor θ t) ⬝ᵥ ![a * (Real.cos (θ / 2) : ℂ),
      (a + Complex.I) * Complex.exp (t * Complex.I) * (Real.sin (θ / 2) : ℂ)] = 0 := by
    rw [spinor_overlap]
    change (Real.cos (θ / 2) : ℂ) * (a * (Real.cos (θ / 2) : ℂ))
      + Complex.exp (t * -Complex.I) * (Real.sin (θ / 2) : ℂ)
        * ((a + Complex.I) * Complex.exp (t * Complex.I) * (Real.sin (θ / 2) : ℂ)) = 0
    linear_combination (a + Complex.I) * (Real.sin (θ / 2) : ℂ) ^ 2 * phase_inv Complex.I t
      + a * cos_sin_sq (θ / 2) + ha
  rw [(hD t).deriv, star_smul, smul_dotProduct, dotProduct_smul, key, smul_zero, smul_zero]

/-- A parallel transported state vector `v = z u` with `z(0) ≠ 0` returns to the same vector, phase
included, after one circuit exactly when `sin θ = 0`. -/
theorem returns_iff {θ : ℝ} {z : ℝ → ℂ} {v : ℝ → Fin 2 → ℂ}
    (hz : ∀ φ, v φ = z φ • spinor θ φ) (hv : IsParallel v) (h0 : z 0 ≠ 0) :
    v (2 * π) = v 0 ↔ Real.sin θ = 0 := by
  rw [berry_phase hz hv]
  constructor
  · intro h
    have hv0 : star (spinor θ 0) ⬝ᵥ v 0 = z 0 := by
      rw [hz 0, dotProduct_smul, spinor_normalized, smul_eq_mul, mul_one]
    have h1 := congrArg (fun w => star (spinor θ 0) ⬝ᵥ w) h
    simp only [dotProduct_smul, hv0, smul_eq_mul] at h1
    obtain ⟨n, hn⟩ := Complex.exp_eq_one_iff.1
      (mul_right_cancel₀ h0 (h1.trans (one_mul _).symm))
    have hreal : π * (1 - Real.cos θ) = -(n * (2 * π)) := by
      apply Complex.ofReal_injective
      apply mul_left_cancel₀ Complex.I_ne_zero
      push_cast at hn ⊢
      linear_combination -hn
    -- the phase is a whole number of turns, and `cos θ` lies between -1 and 1
    have hcos : Real.cos θ = 1 + 2 * n :=
      mul_left_cancel₀ Real.pi_ne_zero (by linear_combination -hreal)
    have hl : (-1 : ℝ) ≤ n := by linarith [Real.neg_one_le_cos θ]
    have hu : (n : ℝ) ≤ 0 := by linarith [Real.cos_le_one θ]
    have hl' : -1 ≤ n := by exact_mod_cast hl
    have hu' : n ≤ 0 := by exact_mod_cast hu
    have hs : Real.sin θ ^ 2 = 0 := by
      rw [Real.sin_sq, hcos]
      rcases (by omega : n = -1 ∨ n = 0) with rfl | rfl <;> norm_num
    exact (pow_eq_zero_iff two_ne_zero).1 hs
  · intro h
    have he : Complex.exp (-(Complex.I * ((π * (1 - Real.cos θ) : ℝ) : ℂ))) = 1 := by
      rw [Complex.exp_eq_one_iff]
      rcases Real.sin_eq_zero_iff_cos_eq.1 h with h | h
      · exact ⟨0, by rw [h]; push_cast; ring⟩
      · exact ⟨-1, by rw [h]; push_cast; ring⟩
    rw [he, one_smul]

end

end BerryParallelTransport
```

```lean
#print axioms BerryParallelTransport.berry_phase
#print axioms BerryParallelTransport.transported_isParallel
#print axioms BerryParallelTransport.returns_iff
```

```
'BerryParallelTransport.berry_phase' depends on axioms: [propext, Classical.choice, Quot.sound]
'BerryParallelTransport.transported_isParallel' depends on axioms: [propext, Classical.choice, Quot.sound]
'BerryParallelTransport.returns_iff' depends on axioms: [propext, Classical.choice, Quot.sound]
```

In the code, u(φ) is `spinor θ φ`, a function `Fin 2 → ℂ` whose components carry the indices 0 and 1, and ⟨x, y⟩ is `star x ⬝ᵥ y`. The predicate `IsParallel v` demands differentiability as well as orthogonality. Both parts matter, because Lean's `deriv` is zero wherever a derivative fails to exist, and orthogonality alone would then hold there for no good reason.

The main theorem, `berry_phase`, has two hypotheses. The first, `hz`, says that v(φ) = z(φ) u(φ) for some complex amplitude z, so the state stays on the ray of u(φ) and only its phase and length are free. The second, `hv`, says that v is parallel transported. The conclusion is

v(2π) = exp(−iπ(1 − cos θ)) v(0).

Nothing further is assumed about z: its differentiability follows from that of v, as shown below, and z(0) = 1 is only a special case. The angle θ may be any real number.

Physically, u(φ) is the state with spin up along the direction (θ, φ), so one circuit, with φ growing from 0 to 2π, carries that direction once around the circle at polar angle θ. The comments in the code call this the circle of latitude θ, with θ measured from the north pole and not from the equator. For 0 ≤ θ ≤ π the cap above this circle has solid angle Ω = 2π(1 − cos θ), and the acquired phase is −Ω/2. The condition ⟨v, v'⟩ = 0 stands for evolution that changes neither the norm (its real part) nor the phase relative to the state a moment earlier (its imaginary part). In quantum mechanics this is the geometric phase of a single spin-1/2 that stays parallel to a magnetic field turned slowly once around a cone, once the dynamical phase has been removed. The adiabatic limit is put in through the two hypotheses and not derived from a Schrödinger equation, and the only loops treated are circles of latitude, whereas Berry's phase is defined for general closed loops of states.

To derive the phase, write c = cos(θ/2) and s = sin(θ/2). The spinor is normalised, since ⟨u, u⟩ = c² + s² = 1; this is `spinor_normalized`, obtained from the written-out overlap in `spinor_overlap`. Taking the overlap of v = zu with u therefore gives

z = ⟨u, v⟩.

The right-hand side is differentiable because u and v are, and so z is differentiable too. With u' = (0, i exp(iφ) s), the product rule reads

z' = ⟨u', v⟩ + ⟨u, v'⟩.

The first term is

⟨u', v⟩ = −i exp(−iφ) s · z exp(iφ) s = −i s² z.

For the second, parallel transport says

0 = ⟨v, v'⟩ = conj(z) ⟨u, v'⟩,

so ⟨u, v'⟩ = 0 wherever z ≠ 0. At such points

z' = −i s² z.

A zero of z needs a separate argument. The norm is conserved, because

d/dφ ⟨v, v⟩ = ⟨v', v⟩ + ⟨v, v'⟩ = conj(⟨v, v'⟩) + ⟨v, v'⟩ = 0.

As ⟨v, v⟩ = |z|², an amplitude that vanishes at one angle vanishes at all of them, and the equation holds trivially.

The lemma `IsParallel.norm_conserved` proves the conservation law for any finite number of components. `amplitude_equation` then splits on whether z(t) = 0, just as above. In the nonzero case, `hzf` is the formula z = ⟨u, v⟩, `hb` is ⟨u, v'⟩ = 0, and the closing `linear_combination` cancels exp(−iφ) against exp(iφ) by means of `phase_inv`.

To integrate the equation, multiply z by the inverse of the expected phase:

d/dφ [exp(iφs²) z] = i s² exp(iφs²) z − i s² exp(iφs²) z = 0.

The bracket keeps its value z(0), and hence

v(φ) = exp(−iφs²) z(0) u(φ).

This is `parallel_transport`, valid at every azimuth. Its proof abbreviates −is² to `a`, differentiates the exponential with `hasDerivAt_phase`, and uses `is_const_of_deriv_eq_zero` to conclude that the bracket is constant.

At φ = 2π the spinor closes, u(2π) = u(0), and the half-angle formula 2s² = 1 − cos θ turns the exponent into

−2πi s² = −iπ(1 − cos θ).

These two facts are `hu` and `he` in the proof of `berry_phase`.

Such a transport exists for every θ. The theorem `transported_isParallel` takes the curve exp(aφ) u(φ) with a = −is², whose derivative is

exp(aφ) (ac, (a + i) exp(iφ) s).

The overlap of u with the vector in parentheses is

ac² + (a + i)s² = a + is² = 0,

and the phase factors in front do not affect orthogonality. The Lean proof differentiates the two components separately and checks this sum with `cos_sin_sq`.

Finally, `returns_iff` says when the state vector itself returns, and not only its ray: if z(0) ≠ 0, then v(2π) = v(0) exactly when sin θ = 0. Suppose the vector returns. Taking the overlap with u(0) and cancelling z(0) leaves exp(−iπ(1 − cos θ)) = 1, so there is an integer n with

π(1 − cos θ) = −2πn, that is, cos θ = 1 + 2n.

Since cos θ lies between −1 and 1, n is −1 or 0, so cos θ = ±1 and sin θ = 0. Conversely, sin θ = 0 gives cos θ = ±1, and the phase is 0 or −2π. In both cases the circle of latitude has shrunk to a pole. On every other circle, a nonzero transported state comes back to its ray but not to its starting vector.
